# A surface profile of a second-order zero-mode equation that vanishes at the surface is fixed by its slope there

The declaration `profile_eq` concerns a real profile f in the material z > 0 that obeys B f″ + A f′ + M f = 0, with constant real coefficients and B ≠ 0. The profile and its slope g are continuous up to the surface z = 0, and f vanishes there; neither normalisation nor decay at depth is assumed. The lemma states that f(L) = g(0) exp(−AL/(2B)) s(L) at every depth L ≥ 0, where s″ = σs, s(0) = 0, s′(0) = 1 and 4B²σ = A² − 4BM. For L > 0 the attempt builds a quantity from f, g, s and s′ whose derivative vanishes between the surface and L, and compares its values at the two ends by the mean value theorem.

The failing Lean file:

```lean
import Mathlib

open Real Set

namespace ProfileEq

noncomputable section

/-- A real profile `f` with slope `g`, continuous up to the surface `z = 0`, that obeys the
zero-mode equation `B f'' + A f' + M f = 0` in the material `z > 0`. -/
structure IsSurfaceProfile (A B M : ℝ) (f g : ℝ → ℝ) : Prop where
  cont_f : ContinuousOn f (Ici 0)
  cont_g : ContinuousOn g (Ici 0)
  slope : ∀ z, 0 < z → HasDerivAt f (g z) z
  eqn : ∀ z, 0 < z → ∃ c, HasDerivAt g c z ∧ B * c + A * g z + M * f z = 0

/-- For `B ≠ 0`, a profile that vanishes at the surface is its surface slope times
`exp(-Az/(2B)) s(z)`, where `s'' = σ s`, `s(0) = 0`, `s'(0) = 1` and `4B²σ = A² - 4BM`. -/
theorem profile_eq {A B M σ : ℝ} {s c f g : ℝ → ℝ} (hB : B ≠ 0)
    (hσ : 4 * B ^ 2 * σ = A ^ 2 - 4 * B * M) (hs : ∀ z, HasDerivAt s (c z) z)
    (hc : ∀ z, HasDerivAt c (σ * s z) z) (s0 : s 0 = 0) (c0 : c 0 = 1)
    (h : IsSurfaceProfile A B M f g) (f0 : f 0 = 0) {L : ℝ} (hL : 0 ≤ L) :
    f L = g 0 * (exp (-(A / (2 * B)) * L) * s L) := by
  rcases hL.eq_or_lt with rfl | hL
  · simp [f0, s0]
  obtain ⟨a, ha⟩ : ∃ a, a = A / (2 * B) := ⟨_, rfl⟩
  rw [← ha]
  have hA : A = 2 * B * a := by rw [ha]; field_simp
  have hM : M = B * a ^ 2 - B * σ := by
    refine mul_left_cancel₀ (mul_ne_zero four_ne_zero hB) ?_
    linear_combination hσ + (A + 2 * B * a) * hA
  have hE : ∀ z, HasDerivAt (fun y => exp (a * y)) (a * exp (a * z)) z := fun z =>
    (((hasDerivAt_id' z).const_mul a).exp).congr_deriv (by ring)
  have hr : ∀ z, HasDerivAt (fun y => L - y) (-1) z := fun z => (hasDerivAt_id' z).const_sub L
  have hS : ∀ z, HasDerivAt (fun y => s (L - y)) (-c (L - z)) z := fun z =>
    ((hs (L - z)).comp z (hr z)).congr_deriv (by ring)
  have hC : ∀ z, HasDerivAt (fun y => c (L - y)) (-(σ * s (L - z))) z := fun z =>
    ((hc (L - z)).comp z (hr z)).congr_deriv (by ring)
  have cf := h.cont_f.mono (Icc_subset_Ici_self (b := L))
  have cg := h.cont_g.mono (Icc_subset_Ici_self (b := L))
  -- propagating the data at depth `y` on to depth `L` gives a constant of motion
  have cΦ : ContinuousOn (fun y => exp (a * y) *
      (f y * c (L - y) + (g y + a * f y) * s (L - y))) (Icc 0 L) :=
    ContinuousOn.mul (fun z _ => (hE z).continuousAt.continuousWithinAt)
      ((cf.mul fun z _ => (hC z).continuousAt.continuousWithinAt).add
        ((cg.add (continuousOn_const.mul cf)).mul
          fun z _ => (hS z).continuousAt.continuousWithinAt))
  have dΦ : ∀ z ∈ Ioo 0 L, HasDerivAt (fun y => exp (a * y) *
      (f y * c (L - y) + (g y + a * f y) * s (L - y))) 0 z := by
    intro z hz
    obtain ⟨p, hp, e⟩ := h.eqn z hz.1
    have hf := h.slope z hz.1
    have e' : p + 2 * a * g z + (a ^ 2 - σ) * f z = 0 :=
      mul_left_cancel₀ hB (by linear_combination e - g z * hA - f z * hM)
    refine ((hE z).fun_mul ((hf.fun_mul (hC z)).fun_add
      ((hp.fun_add (hf.const_mul a)).fun_mul (hS z)))).congr_deriv ?_
    linear_combination exp (a * z) * s (L - z) * e'
  obtain ⟨z, _, e⟩ := exists_hasDerivAt_eq_slope _ (fun _ => 0) hL cΦ dΦ
  rw [eq_div_iff (sub_pos.2 hL).ne'] at e
  simp only [zero_mul, sub_self, sub_zero, f0, s0, c0, mul_zero, Real.exp_zero, mul_one,
    one_mul, zero_add, add_zero] at e
  have hx : exp (-a * L) * exp (a * L) = 1 := by rw [← Real.exp_add]; simp
  linear_combination -f L * hx - exp (-a * L) * e

end

end ProfileEq
```

Compiling this gives:

```
Main.lean:39:27: error: Application type mismatch: The argument
  Icc_subset_Ici_self
has type
  Icc L ?m.467 ⊆ Ici L
but is expected to have type
  ?m.464 ⊆ Ici 0
in the application
  ContinuousOn.mono h.cont_f Icc_subset_Ici_self
```

Cause. To restrict the continuity of `f` from `Ici 0` to the interval from 0 to `L`, the proof needs `Icc 0 L ⊆ Ici 0`. It calls `Icc_subset_Ici_self` with `(b := L)`, meaning `L` to be the right endpoint. In this lemma, however, `b` names the left endpoint, as the message shows: the term has type `Icc L ?m.467 ⊆ Ici L`. `ContinuousOn.mono` expects a subset of `Ici 0`, because that is where `h.cont_f` gives continuity, and `Ici L` does not match it.

The repair states the inclusion in full as `hI` and proves it directly: a point of `Icc 0 L` satisfies `0 ≤ z` and `z ≤ L`, and the first part, `hz.1`, is membership in `Ici 0`. Passing `hI` to `mono` then gives `cf` on the intended interval. The line for `cg` had the same wrong argument, though Lean reported only the first failure, and `hI` cures it in the same way.

The repair, with which the file compiles:

```diff
@@ -37,6 +37,7 @@
   have hC : ∀ z, HasDerivAt (fun y => c (L - y)) (-(σ * s (L - z))) z := fun z =>
     ((hc (L - z)).comp z (hr z)).congr_deriv (by ring)
-  have cf := h.cont_f.mono (Icc_subset_Ici_self (b := L))
-  have cg := h.cont_g.mono (Icc_subset_Ici_self (b := L))
+  have hI : Icc 0 L ⊆ Ici 0 := fun z hz => hz.1
+  have cf := h.cont_f.mono hI
+  have cg := h.cont_g.mono hI
   -- propagating the data at depth `y` on to depth `L` gives a constant of motion
   have cΦ : ContinuousOn (fun y => exp (a * y) *
```
